# An injective message-passing network separates every pair of atoms that any multiset-aggregating network separates at the same depth

## Structures, environments and networks

An atomic structure is a labelled graph. Atom $v$ has a species $s_v$ and a finite set of neighbours $\mathcal N(v)$, and each directed edge from $v$ to $u$ carries a label $\ell_{vu}$, for instance a distance. A multiset is a collection in which order is irrelevant but repetitions count; it is written with double braces.

A network $N$ consists of an embedding $e$ of the species and one update $U_t$ per layer. Its features are

$$h_v^{(0)}=e(s_v),\qquad h_v^{(t+1)}=U_t\bigl(h_v^{(t)},E_v^{(t)}\bigr),\qquad E_v^{(t)}=\{\{(\ell_{vu},h_u^{(t)}):u\in\mathcal N(v)\}\}.$$

The multiset $E_v^{(t)}$ is the environment of $v$, and depth $T$ means after $T$ updates. The network is injective if $e$ is injective and each $U_t$ is injective in the pair (own feature, environment). A second network $M$, with embedding $e'$, updates $U'_t$ and possibly another feature space, has features $g_v^{(t)}$ and environments $F_v^{(t)}$ built in the same way. It need not be injective.

## Equal injective features force equal features in every network

Let $v$ and $w$ be atoms of the same structure or of two different ones. If $N$ is injective, then for every network $M$ on the same species and labels

$$h_v^{(T)}=h_w^{(T)}\;\Longrightarrow\; g_v^{(T)}=g_w^{(T)}.$$

If the species are themselves the initial features and both embeddings are the identity, this compares two networks that start from the same features.

There is a version for energies. Suppose that an injective network $N$ gives two finite structures the same multiset of atomic features at depth $T$. Then the energy $\sum_v r(g_v^{(T)})$ is the same for both structures, for every $M$ and every atomic readout $r$.

## Diagnosing a message-passing potential before training

For machine-learned potentials whose features are built as defined above on a fixed labelled graph, the result identifies failures that come from the graph and the depth and that no better update can remove. A code can number the distinct pairs (own code, environment) in a dictionary shared by all structures, layer by layer, with the species as the codes at depth zero. If two structures end with the same multiset of codes at depth $T$ but have different reference energies, no choice of updates, feature width or summed readout will reproduce both exactly at that depth. An exact fit then requires a change of the input or the architecture, for example through richer edge labels. More layers can help only if the multisets of codes differ at some larger depth.

For this conclusion the labels in the dictionary must determine those that the model reads. Equal codes computed from binned distances don't show that a model fails to separate the structures when it sees the unbinned ones.

## Matching neighbours layer by layer

The proof is by induction on depth, for all pairs of atoms at once.

**Depth zero.** If $e(s_v)=e(s_w)$, injectivity gives $s_v=s_w$, and hence $e'(s_v)=e'(s_w)$.

**From depth $t$ to depth $t+1$.** Assume that $h_a^{(t)}=h_b^{(t)}$ implies $g_a^{(t)}=g_b^{(t)}$ for all atoms $a$ of the first structure and $b$ of the second, and let $h_v^{(t+1)}=h_w^{(t+1)}$. Since $U_t$ is injective,

$$h_v^{(t)}=h_w^{(t)},\qquad E_v^{(t)}=E_w^{(t)}.$$

The first equality and the induction hypothesis give $g_v^{(t)}=g_w^{(t)}$. The second says that there is a bijection $\sigma:\mathcal N(v)\to\mathcal N(w)$ with

$$\ell_{vu}=\ell_{w\sigma(u)},\qquad h_u^{(t)}=h_{\sigma(u)}^{(t)}.$$

By the induction hypothesis, applied to each matched pair, $g_u^{(t)}=g_{\sigma(u)}^{(t)}$. The same bijection therefore matches the pairs (label, feature) of $M$, so $F_v^{(t)}=F_w^{(t)}$. Both arguments of $U'_t$ agree, and $g_v^{(t+1)}=g_w^{(t+1)}$.

**Energies.** If the multisets of all atomic features agree under $N$, there is a bijection between the atoms of the two structures that preserves $h^{(T)}$. By the result just proved it preserves $g^{(T)}$, and so it preserves each term $r(g_v^{(T)})$ of the sum.

**The smallest cases.** At $T=0$ the statement says only that atoms of equal species start with equal features. For two atoms without neighbours both environments are empty at every layer, so an injective network gives them equal features at any depth exactly when their species agree.

**A sum that loses information.** Take a centre of species 0 bonded to atoms of species 1 and 3, and another centre of species 0 bonded to two atoms of species 2. With the species numbers as initial features, adding the neighbour features gives $0+1+3=4$ and $0+2+2=4$. Adding their squares gives $0+1+9=10$ and $0+4+4=8$. Plain summation of species numbers is not injective, and here it merges two atoms that another network separates. The fault lies in the features as well as in the sum: if each species were embedded as its own unit vector, the sum would count the neighbours of each species and separate these two centres.

## The Lean file

```lean
import Mathlib

noncomputable section

namespace InjectiveMessagePassing

/-- An atomic structure as a labelled graph: each atom has a species, a finite set of neighbours,
and a label (for instance a distance) on each directed edge. -/
structure AtomGraph (V S L : Type*) where
  species : V → S
  nbr : V → Finset V
  label : V → V → L

/-- The environment of atom `v`: the multiset of pairs (edge label, neighbour feature). -/
def AtomGraph.env {V S L X : Type*} (G : AtomGraph V S L) (h : V → X) (v : V) :
    Multiset (L × X) :=
  (G.nbr v).val.map fun u => (G.label v u, h u)

/-- A multiset-aggregating message-passing network: an embedding of the species, and for each
layer an update of the own feature by the environment. -/
structure Network (S L X : Type*) where
  embed : S → X
  update : ℕ → X → Multiset (L × X) → X

/-- The feature of each atom after a given number of message-passing layers. -/
def Network.feature {V S L X : Type*} (N : Network S L X) (G : AtomGraph V S L) : ℕ → V → X
  | 0 => fun v => N.embed (G.species v)
  | t + 1 => fun v =>
      N.update t (Network.feature N G t v) (G.env (Network.feature N G t) v)

/-- A network is injective if its embedding is injective and every update is injective in the
pair (own feature, environment). -/
structure Network.IsInjective {S L X : Type*} (N : Network S L X) : Prop where
  embed_inj : Function.Injective N.embed
  update_inj : ∀ t x y m n, N.update t x m = N.update t y n → x = y ∧ m = n

variable {V W S L X Y : Type*}

/-- If two collections of atoms have the same multiset of `f`-features, and equal `f`-features
imply equal `g`-features, then they have the same multiset of `g`-features. -/
theorem map_eq_transfer {A B : Type*} {s : Multiset V} {s' : Multiset W}
    {f : V → A} {f' : W → A} {g : V → B} {g' : W → B}
    (h : s.map f = s'.map f') (hfg : ∀ v w, f v = f' w → g v = g' w) :
    s.map g = s'.map g' := by
  -- equality of the images is a matching of the two collections
  rw [← Multiset.rel_eq, Multiset.rel_map] at h ⊢
  exact h.mono fun a _ b _ hab => hfg a b hab

/-- For an injective network, two atoms agree after one more layer exactly when their own
features and their environments agree before it. -/
theorem feature_succ_eq_iff {N : Network S L X} (hN : N.IsInjective)
    (G : AtomGraph V S L) (G' : AtomGraph W S L) (t : ℕ) (v : V) (w : W) :
    N.feature G (t + 1) v = N.feature G' (t + 1) w ↔
      N.feature G t v = N.feature G' t w ∧
        G.env (N.feature G t) v = G'.env (N.feature G' t) w := by
  constructor
  · intro h
    exact hN.update_inj t _ _ _ _ h
  · rintro ⟨h₁, h₂⟩
    change N.update t _ _ = N.update t _ _
    rw [h₁, h₂]

/-- Atoms that an injective network does not separate at depth `T` were not separated at any
smaller depth. -/
theorem feature_eq_of_le {N : Network S L X} (hN : N.IsInjective)
    (G : AtomGraph V S L) (G' : AtomGraph W S L) {s T : ℕ} (hsT : s ≤ T) {v : V} {w : W}
    (h : N.feature G T v = N.feature G' T w) :
    N.feature G s v = N.feature G' s w := by
  induction hsT with
  | refl => exact h
  | step _ ih => exact ih ((feature_succ_eq_iff hN G G' _ v w).1 h).1

/-- If an injective network gives two atoms, possibly in different structures, equal features at
depth `T`, then every multiset-aggregating network gives them equal features at depth `T`. -/
theorem injective_network_maximal {N : Network S L X} (hN : N.IsInjective)
    (M : Network S L Y) (G : AtomGraph V S L) (G' : AtomGraph W S L) (T : ℕ) (v : V) (w : W)
    (h : N.feature G T v = N.feature G' T w) :
    M.feature G T v = M.feature G' T w := by
  induction T generalizing v w with
  | zero =>
    -- equal embedded species are equal species
    exact congrArg M.embed (hN.embed_inj h)
  | succ t ih =>
    obtain ⟨hown, henv⟩ := (feature_succ_eq_iff hN G G' t v w).1 h
    -- the matching of neighbours found by `N` also matches the features of `M`
    have hM : G.env (M.feature G t) v = G'.env (M.feature G' t) w := by
      refine map_eq_transfer henv fun a b hab => ?_
      exact Prod.ext (Prod.ext_iff.1 hab).1 (ih a b (Prod.ext_iff.1 hab).2)
    change M.update t _ _ = M.update t _ _
    rw [ih v w hown, hM]

/-- Any two injective networks separate exactly the same pairs of atoms at each depth. -/
theorem injective_networks_equivalent {N : Network S L X} {M : Network S L Y}
    (hN : N.IsInjective) (hM : M.IsInjective)
    (G : AtomGraph V S L) (G' : AtomGraph W S L) (T : ℕ) (v : V) (w : W) :
    N.feature G T v = N.feature G' T w ↔ M.feature G T v = M.feature G' T w :=
  ⟨injective_network_maximal hN M G G' T v w, injective_network_maximal hM N G G' T v w⟩

/-- If an injective network gives two finite structures the same multiset of atomic features at
depth `T`, then every network with a summed atomic readout gives them the same energy. -/
theorem energy_eq_of_injective [Fintype V] [Fintype W] {N : Network S L X}
    (hN : N.IsInjective) (M : Network S L Y) (readout : Y → ℝ)
    (G : AtomGraph V S L) (G' : AtomGraph W S L) (T : ℕ)
    (h : (Finset.univ : Finset V).val.map (N.feature G T) =
      (Finset.univ : Finset W).val.map (N.feature G' T)) :
    ∑ v, readout (M.feature G T v) = ∑ w, readout (M.feature G' T w) := by
  have hE : (Finset.univ : Finset V).val.map (fun v => readout (M.feature G T v)) =
      (Finset.univ : Finset W).val.map (fun w => readout (M.feature G' T w)) :=
    map_eq_transfer h fun v w hvw =>
      congrArg readout (injective_network_maximal hN M G G' T v w hvw)
  exact congrArg Multiset.sum hE

/-- Two three-atom molecules: centre 0 is bonded to atoms of species 1 and 3, centre 1 to two
atoms of species 2; all edge labels are 1. -/
def twoMolecules : AtomGraph (Fin 6) ℕ ℕ where
  species := ![0, 0, 1, 3, 2, 2]
  nbr := ![{2, 3}, {4, 5}, {0}, {0}, {1}, {1}]
  label := fun _ _ => 1

/-- The network that stores the own feature and the environment together as one code number. -/
def encodeNetwork : Network ℕ ℕ ℕ where
  embed := id
  update := fun _ x m => Encodable.encode (x, m)

/-- The encoding network is injective, and it gives the distinct atoms 4 and 5 of the two
molecules equal features at every depth. -/
theorem encodeNetwork_witness :
    encodeNetwork.IsInjective ∧
      ∀ T, encodeNetwork.feature twoMolecules T 4 = encodeNetwork.feature twoMolecules T 5 := by
  refine ⟨⟨fun _ _ h => h, fun t x y m n h => ?_⟩, fun T => ?_⟩
  · exact Prod.ext_iff.1 (Encodable.encode_injective h)
  · induction T with
    | zero => rfl
    | succ t ih =>
      -- both atoms have the centre 1 as their only neighbour
      have henv : twoMolecules.env (encodeNetwork.feature twoMolecules t) 4 =
          twoMolecules.env (encodeNetwork.feature twoMolecules t) 5 := rfl
      change encodeNetwork.update t _ _ = encodeNetwork.update t _ _
      rw [ih, henv]

/-- The network that adds to the own feature the sum of the `p`-th powers of the neighbour
features. -/
def momentNetwork (p : ℕ) : Network ℕ ℕ ℕ where
  embed := id
  update := fun _ x m => x + (m.map fun e => e.2 ^ p).sum

/-- Summing neighbour features gives the two molecular centres equal features after one layer,
while summing their squares gives them different ones. -/
theorem sum_aggregation_not_maximal :
    (momentNetwork 1).feature twoMolecules 1 0 = (momentNetwork 1).feature twoMolecules 1 1 ∧
      (momentNetwork 2).feature twoMolecules 1 0 ≠
        (momentNetwork 2).feature twoMolecules 1 1 := by
  constructor <;> decide

end InjectiveMessagePassing
```

```lean
#print axioms InjectiveMessagePassing.feature_eq_of_le
#print axioms InjectiveMessagePassing.injective_networks_equivalent
#print axioms InjectiveMessagePassing.energy_eq_of_injective
#print axioms InjectiveMessagePassing.sum_aggregation_not_maximal
```

```
'InjectiveMessagePassing.feature_eq_of_le' depends on axioms: [propext, Quot.sound]
'InjectiveMessagePassing.injective_networks_equivalent' depends on axioms: [propext, Classical.choice, Quot.sound]
'InjectiveMessagePassing.energy_eq_of_injective' depends on axioms: [propext, Classical.choice, Quot.sound]
'InjectiveMessagePassing.sum_aggregation_not_maximal' depends on axioms: [propext, Quot.sound]
```

## How the lemmas carry the matching

`map_eq_transfer` is the bijection argument. It turns equality of two mapped multisets into a relation that pairs their elements, and `h.mono` replaces "equal `f`-features" by "equal `g`-features" in each pair.

`feature_succ_eq_iff` unpacks one layer of an injective network. `feature_eq_of_le` repeats this downwards: atoms that are equal at depth `T` were equal at every smaller depth, so a separation, once made, persists. Together with the main theorem this also covers networks $M$ with fewer than $T$ layers.

`injective_network_maximal` is the main theorem. The phrase `generalizing v w` makes the induction hypothesis available for the neighbours as well as for the two atoms under comparison. Within the step, `hown` and `henv` are the two equalities obtained from injectivity, and `hM` is the equality of the environments of $M$. Applying the theorem in both directions gives `injective_networks_equivalent`: two injective networks separate the same pairs of atoms at each depth. `energy_eq_of_injective` uses `map_eq_transfer` once more, now on all atoms.

The last theorems concern explicit networks. `encodeNetwork` stores its two arguments as one natural number. `encodeNetwork_witness` proves that it is injective and that it gives atoms 4 and 5, two equivalent ligands of one centre, equal features at every depth. The main theorem's assumptions are thus met by a pair of distinct atoms. `sum_aggregation_not_maximal` evaluates the two sums above by `decide`.

## Exact equality, fixed graphs and finite precision

In the Lean statement `V` and `W` are the atoms of the two structures, `S` the species, `L` the edge labels, and `X` and `Y` the feature spaces of the two networks. The hypothesis `hN : N.IsInjective` is assumed for the network at hand; for a trained model it would have to be established separately. Neighbour lists need not be symmetric, and only the energy theorem requires finitely many atoms.

Several limits matter in a simulation code:

- **Equality is exact.** Nothing is said about features that are nearly equal, or about how well a separation survives noise or can be learned.
- **Injectivity is demanded on all inputs.** With at least one label and one feature value there are infinitely many possible environments, so a fixed-size floating-point feature vector can't satisfy it literally. The argument by hand uses injectivity only on the inputs that occur in the two structures, which is what the dictionary provides.
- **The update sees only the own feature and the environment.** With distances as labels, networks that also use bond angles, directional messages or a global state are not of this type.
- **Each neighbour appears once.** `nbr` is a set of atoms, so a small periodic cell in which an atom has several images of the same neighbour can't be entered with one edge per image. It can be unfolded into a larger graph, or the images can be collected in one edge label. A collected label also records which images belong to the same atom, so codes built from it may separate atoms that a network with one edge per image merges.
- **Deeper networks are not covered.** Agreement at depth $T$ doesn't prevent a deeper network from separating the atoms.
